# First-order jj coupling never underestimates the ground energy of a finite Hermitian model C + zS

## Two levels

Take
\[
S=\begin{pmatrix}0&0\\0&1\end{pmatrix},\quad
C=\begin{pmatrix}0&b\\b&0\end{pmatrix},\quad b\neq0 \text{ real}.
\]
The lowest eigenvalue of \(C+zS\) is \(E(z)=\tfrac12\bigl(z-\sqrt{z^2+4b^2}\bigr)\). Within the lower level of \(S\), \(C\) has expectation value 0. The exact energy lies below 0 because \(C\) mixes in the upper level, and it rises to 0 as \(z\) grows and suppresses the mixing.

Within one open-shell configuration of an atom, with fixed radial functions, \(C\) is the Coulomb repulsion and \(zS\) the spin-orbit part, while kinetic energy and nuclear attraction add only a constant; \(z\) is a coupling strength, not the nuclear charge. For the ground energy, first-order jj coupling diagonalises \(C\) only within the lowest level of \(S\).

## Bounds and limit

Let \(C,S\) be Hermitian on a nonzero finite-dimensional space, \(s\) the lowest eigenvalue of \(S\), and \(c\) that of \(C\) compressed to the \(s\)-eigenspace. Expansion in an eigenbasis shows that no unit vector has an expectation value below the lowest eigenvalue.

**Upper bound.** A unit vector \(v\) in the \(s\)-eigenspace with \(\langle v,Cv\rangle=c\) gives \(E(z)\le c+zs\).

**Monotonicity.** For \(y\le z\) and a unit ground state \(x\) of \(C+zS\),
\[
E(z)=\langle x,(C+yS)x\rangle+(z-y)\langle x,Sx\rangle\ge E(y)+(z-y)s .
\]
Subtract \(zs\).

**Limit.** Let \(z>0\) and split this \(x=p+q\), with \(p\) in the \(s\)-eigenspace and \(q\) orthogonal to it. Choose \(g>0\) so that all other eigenvalues of \(S\) are at least \(s+g\), and \(M\) with \(\|Cu\|\le M\|u\|\) for all vectors \(u\). Since \(S\) does not couple \(p\) and \(q\), and \(\|p\|^2=1-\|q\|^2\),
\[
E(z)-zs\ge c-2M\|p\|\|q\|+(zg-M-c)\|q\|^2 .
\]
For \(z>0\) with \(zg\ge2(M+c)\), the last bracket is at least \(zg/2\). Completing the square gives
\[
c-\frac{2M^2}{gz}\le E(z)-zs\le c .
\]

**Strictness.** Suppose \(E(z)=c+zs\). Then \(v\) minimises the energy. Put \(A=C+zS\), \(E=E(z)\) and \(w=(A-E)v\). The trial vector \(v-tw\) gives
\[
0\le t^2\langle w,(A-E)w\rangle-2t\|w\|^2,
\]
which fails for small \(t>0\) unless \(w=0\). Hence \(Cv=cv\). If no nonzero vector of the lowest \(S\)-level satisfies this, the overestimate is strict.

## The statement in Lean

Operators on `V` replace matrices, and `IsSymmetric` means Hermitian. `groundEnergy` is \(s\) for `S` and \(E(z)\) for `hamiltonian C S z`; `firstOrder C S` is \(c\). `jj_limit` states monotonicity and the upper bound for every real \(z\), and the limit as \(z\to+\infty\). `error_le_div` gives the \(1/z\) error bound, and `jj_strict` proves strictness under the sufficient condition `hmix`: Coulomb repulsion mixes every first-order ground state with higher spin-orbit levels.

For one configuration with fixed matrices \(C\) and \(S\), \(c+zs\) is thus an upper bound on the model's ground energy. Along an isoelectronic sequence the radial functions change, and \(C\) with them, so monotonicity and the limit, which hold for fixed \(C\) and \(S\), do not apply directly.

```lean
import Mathlib

open Filter Topology

namespace JJCouplingLimit

noncomputable section

variable {V : Type*} [NormedAddCommGroup V] [InnerProductSpace ℂ V]

/-- The ground energy of an operator: the infimum of its real eigenvalues. -/
def groundEnergy (A : V →ₗ[ℂ] V) : ℝ :=
  sInf {μ : ℝ | Module.End.HasEigenvalue A (μ : ℂ)}

/-- The Hamiltonian `C + z S`: Coulomb part `C` and spin-orbit part `S` of strength `z`. -/
def hamiltonian (C S : V →ₗ[ℂ] V) (z : ℝ) : V →ₗ[ℂ] V := C + (z : ℂ) • S

/-- The lowest spin-orbit level: the eigenspace of `S` at its ground energy. -/
abbrev lowestLevel (S : V →ₗ[ℂ] V) : Submodule ℂ V :=
  Module.End.eigenspace S (groundEnergy S : ℂ)

variable [FiniteDimensional ℂ V]

/-- The compression of `A` to a subspace `K`: include `K`, apply `A`, project back on `K`. -/
def compress (A : V →ₗ[ℂ] V) (K : Submodule ℂ V) : K →ₗ[ℂ] K :=
  LinearMap.adjoint K.subtype ∘ₗ A ∘ₗ K.subtype

/-- The first-order jj energy: the ground energy of `C` compressed to the lowest level of `S`. -/
def firstOrder (C S : V →ₗ[ℂ] V) : ℝ := groundEnergy (compress C (lowestLevel S))

omit [FiniteDimensional ℂ V] in
/-- The expectation value of a real multiple `m` of the identity is `m ‖x‖²`. -/
theorem re_inner_smul_self (m : ℝ) (x : V) :
    (inner ℂ x ((m : ℂ) • x)).re = m * ‖x‖ ^ 2 := by
  rw [inner_smul_right, Complex.re_ofReal_mul]
  exact congrArg (m * ·) (inner_self_eq_norm_sq (𝕜 := ℂ) x)

/-- If `x` is orthogonal to all eigenvectors of a Hermitian `A` with eigenvalue below `m`,
then the expectation value of `A` in `x` is at least `m ‖x‖²`. -/
theorem expectation_ge {A : V →ₗ[ℂ] V} (hA : A.IsSymmetric) {m : ℝ} {x : V}
    (h : ∀ (μ : ℝ) (v : V), A v = (μ : ℂ) • v → μ < m → inner ℂ v x = 0) :
    m * ‖x‖ ^ 2 ≤ (inner ℂ x (A x)).re := by
  have term : ∀ (v : V) (μ : ℝ), A v = (μ : ℂ) • v →
      0 ≤ (inner ℂ x v * inner ℂ v (A x - (m : ℂ) • x)).re := by
    intro v μ hv
    have e : inner ℂ v (A x - (m : ℂ) • x) = ((μ - m : ℝ) : ℂ) * inner ℂ v x := by
      rw [inner_sub_right, ← hA v x, hv, inner_smul_left, inner_smul_right,
        Complex.conj_ofReal]
      push_cast
      ring
    rcases lt_or_ge μ m with h1 | h1
    · rw [e, h μ v hv h1]; simp
    · have e2 : inner ℂ x v * (((μ - m : ℝ) : ℂ) * inner ℂ v x)
          = (((μ - m) * Complex.normSq (inner ℂ v x) : ℝ) : ℂ) := by
        rw [← inner_conj_symm x v, Complex.ofReal_mul, Complex.normSq_eq_conj_mul_self]
        ring
      rw [e, e2, Complex.ofReal_re]
      exact mul_nonneg (by linarith) (Complex.normSq_nonneg _)
  -- expand in an orthonormal eigenbasis
  have key : 0 ≤ (inner ℂ x (A x - (m : ℂ) • x)).re := by
    rw [← (hA.eigenvectorBasis rfl).sum_inner_mul_inner x (A x - (m : ℂ) • x), Complex.re_sum]
    exact Finset.sum_nonneg fun i _ =>
      term _ (hA.eigenvalues rfl i) (hA.apply_eigenvectorBasis rfl i)
  rw [inner_sub_right, Complex.sub_re, re_inner_smul_self] at key
  linarith

/-- The ground energy of a Hermitian operator on a nonzero space is its least eigenvalue, and a
positive gap separates it from all other eigenvalues. -/
theorem groundEnergy_isLeast_gap [Nontrivial V] {A : V →ₗ[ℂ] V} (hA : A.IsSymmetric) :
    IsLeast {μ : ℝ | Module.End.HasEigenvalue A (μ : ℂ)} (groundEnergy A) ∧
    ∃ g > 0, ∀ μ : ℝ, Module.End.HasEigenvalue A (μ : ℂ) →
      μ < groundEnergy A + g → μ = groundEnergy A := by
  have hfin : {μ : ℝ | Module.End.HasEigenvalue A (μ : ℂ)}.Finite :=
    ((Module.End.finite_spectrum A).preimage Complex.ofReal_injective.injOn).subset
      fun μ hμ => Module.End.HasEigenvalue.mem_spectrum hμ
  have hne : {μ : ℝ | Module.End.HasEigenvalue A (μ : ℂ)}.Nonempty :=
    ⟨hA.eigenvalues rfl ⟨0, Module.finrank_pos⟩, hA.hasEigenvalue_eigenvalues rfl _⟩
  have hle : ∀ μ : ℝ, Module.End.HasEigenvalue A (μ : ℂ) → groundEnergy A ≤ μ :=
    fun μ hμ => csInf_le hfin.bddBelow hμ
  refine ⟨⟨hne.csInf_mem hfin, fun μ hμ => hle μ hμ⟩, ?_⟩
  -- the other eigenvalues form a finite, hence closed, set
  have hcl := (hfin.subset (Set.sdiff_subset (t := {groundEnergy A}))).isClosed
  obtain ⟨g, hg, hb⟩ := Metric.mem_nhds_iff.1
    (hcl.isOpen_compl.mem_nhds (x := groundEnergy A) (fun h => h.2 rfl))
  refine ⟨g, hg, fun μ hμ hlt => ?_⟩
  by_contra hn
  have hball : μ ∈ Metric.ball (groundEnergy A) g := by
    rw [Metric.mem_ball, Real.dist_eq, abs_lt]
    constructor <;> linarith [hle μ hμ]
  exact hb hball ⟨hμ, hn⟩

/-- Variational principle on a nonzero space: the ground energy of a Hermitian operator bounds
all expectation values from below, and it has an eigenvector. -/
theorem variational [Nontrivial V] {A : V →ₗ[ℂ] V} (hA : A.IsSymmetric) :
    (∀ x, groundEnergy A * ‖x‖ ^ 2 ≤ (inner ℂ x (A x)).re) ∧
    ∃ v, v ≠ 0 ∧ A v = (groundEnergy A : ℂ) • v := by
  have hl := (groundEnergy_isLeast_gap hA).1
  constructor
  · refine fun x => expectation_ge hA fun μ v hv hlt => ?_
    by_cases h0 : v = 0
    · rw [h0, inner_zero_left]
    · exact absurd (hl.2 (Module.End.hasEigenvalue_of_hasEigenvector
        ⟨Module.End.mem_eigenspace_iff.2 hv, h0⟩)) (not_le_of_gt hlt)
  · obtain ⟨v, hv⟩ := Module.End.HasEigenvalue.exists_hasEigenvector hl.1
    exact ⟨v, hv.2, Module.End.mem_eigenspace_iff.1 hv.1⟩

/-- A vector whose expectation value attains the ground energy of a Hermitian operator
satisfies the eigenvalue equation at that energy. -/
theorem eigenvector_of_minimal [Nontrivial V] {A : V →ₗ[ℂ] V} (hA : A.IsSymmetric) {v : V}
    (hv : (inner ℂ v (A v)).re = groundEnergy A * ‖v‖ ^ 2) :
    A v = (groundEnergy A : ℂ) • v := by
  have q : ∀ x, 0 ≤ (inner ℂ x (A x - (groundEnergy A : ℂ) • x)).re := by
    intro x
    rw [inner_sub_right, Complex.sub_re, re_inner_smul_self]
    linarith [(variational hA).1 x]
  have hvw : (inner ℂ v (A v - (groundEnergy A : ℂ) • v)).re = 0 := by
    rw [inner_sub_right, Complex.sub_re, re_inner_smul_self, hv, sub_self]
  generalize groundEnergy A = e at *
  obtain ⟨w, hw⟩ : ∃ w, w = A v - (e : ℂ) • v := ⟨_, rfl⟩
  obtain ⟨u, hu⟩ : ∃ u, u = A w - (e : ℂ) • w := ⟨_, rfl⟩
  have hvu : inner ℂ v u = inner ℂ w w := by
    calc inner ℂ v u = inner ℂ (A v - (e : ℂ) • v) w := by
          rw [hu, inner_sub_right, inner_sub_left, ← hA v w, inner_smul_right,
            inner_smul_left, Complex.conj_ofReal]
      _ = inner ℂ w w := by rw [← hw]
  have hb := q w
  rw [← hu] at hb
  rw [← hw] at hvw
  have hAv : A v = w + (e : ℂ) • v := by rw [hw]; abel
  have hAw : A w = u + (e : ℂ) • w := by rw [hu]; abel
  -- moving along the residual `w` would lower the energy
  have key : ∀ t : ℝ, 0 ≤ t * (t * (inner ℂ w u).re) - 2 * (t * (inner ℂ w w).re) := by
    intro t
    have h := q (v - (t : ℂ) • w)
    have e1 : A (v - (t : ℂ) • w) - (e : ℂ) • (v - (t : ℂ) • w) = w - (t : ℂ) • u := by
      rw [map_sub, map_smul, hAv, hAw]; module
    rw [e1] at h
    simp only [inner_sub_left, inner_sub_right, inner_smul_left, inner_smul_right,
      Complex.conj_ofReal, hvu, Complex.sub_re, Complex.re_ofReal_mul, hvw] at h
    linarith
  have hN : (inner ℂ w w).re = ‖w‖ ^ 2 := inner_self_eq_norm_sq (𝕜 := ℂ) w
  have hw0 : w = 0 := by
    by_contra hne
    have hpos : 0 < (inner ℂ w w).re := by
      rw [hN]; exact pow_pos (norm_pos_iff.2 hne) 2
    have hb1 : 0 < (inner ℂ w u).re + 1 := by linarith
    have ht := div_pos hpos hb1
    have hmul := div_mul_cancel₀ (inner ℂ w w).re hb1.ne'
    have hk := key ((inner ℂ w w).re / ((inner ℂ w u).re + 1))
    generalize (inner ℂ w w).re / ((inner ℂ w u).re + 1) = t at ht hmul hk
    have h2 : t * (inner ℂ w u).re = (inner ℂ w w).re - t := by linarith
    rw [h2] at hk
    nlinarith [mul_pos ht hpos, mul_pos ht ht]
  rw [hAv, hw0, zero_add]

omit [FiniteDimensional ℂ V] in
/-- For Hermitian `C` and `S` the Hamiltonian `C + z S` is Hermitian, and its expectation value
is that of `C` plus `z` times that of `S`. -/
theorem hamiltonian_spec {C S : V →ₗ[ℂ] V} (hC : C.IsSymmetric) (hS : S.IsSymmetric) (z : ℝ) :
    (hamiltonian C S z).IsSymmetric ∧ ∀ x, (inner ℂ x (hamiltonian C S z x)).re
      = (inner ℂ x (C x)).re + z * (inner ℂ x (S x)).re := by
  constructor
  · intro x y
    simp only [hamiltonian, LinearMap.add_apply, LinearMap.smul_apply, inner_add_left,
      inner_add_right, inner_smul_left, inner_smul_right, Complex.conj_ofReal]
    rw [hC x y, hS x y]
  · intro x
    simp only [hamiltonian, LinearMap.add_apply, LinearMap.smul_apply, inner_add_right,
      inner_smul_right, Complex.add_re, Complex.re_ofReal_mul]

/-- For Hermitian `C` and `S` on a nonzero space, the first-order energy is the minimum of the
normalised expectation value of `C` over the lowest level of `S`. -/
theorem firstOrder_spec [Nontrivial V] {C S : V →ₗ[ℂ] V} (hC : C.IsSymmetric)
    (hS : S.IsSymmetric) :
    (∀ p ∈ lowestLevel S, firstOrder C S * ‖p‖ ^ 2 ≤ (inner ℂ p (C p)).re) ∧
    ∃ v ∈ lowestLevel S, v ≠ 0 ∧ (inner ℂ v (C v)).re = firstOrder C S * ‖v‖ ^ 2 := by
  obtain ⟨v, hv0, hv⟩ := (variational hS).2
  have : Nontrivial (lowestLevel S) :=
    ⟨⟨⟨v, Module.End.mem_eigenspace_iff.2 hv⟩, 0, fun h => hv0 (congrArg Subtype.val h)⟩⟩
  have hsym : (compress C (lowestLevel S)).IsSymmetric := by
    intro x y
    simp only [compress, LinearMap.comp_apply, LinearMap.adjoint_inner_left,
      LinearMap.adjoint_inner_right]
    exact hC _ _
  have hex : ∀ x : lowestLevel S,
      inner ℂ x (compress C (lowestLevel S) x) = inner ℂ (x : V) (C x) :=
    fun x => LinearMap.adjoint_inner_right (lowestLevel S).subtype x (C x)
  constructor
  · intro p hp
    have h := (variational hsym).1 ⟨p, hp⟩
    rw [hex] at h
    exact h
  · obtain ⟨w, hw0, hw⟩ := (variational hsym).2
    refine ⟨w, w.2, fun h => hw0 (Subtype.ext h), ?_⟩
    rw [← hex, hw, re_inner_smul_self]
    rfl

/-- For Hermitian `C` and `S` on a nonzero space, the first-order jj energy exceeds
`E(z) - z s` by at most a constant over `z` once `z` is large. -/
theorem error_le_div [Nontrivial V] {C S : V →ₗ[ℂ] V} (hC : C.IsSymmetric)
    (hS : S.IsSymmetric) : ∃ κ : ℝ, ∀ᶠ z : ℝ in atTop,
      firstOrder C S - κ / z ≤ groundEnergy (hamiltonian C S z) - z * groundEnergy S := by
  obtain ⟨g, hg, hgap⟩ := (groundEnergy_isLeast_gap hS).2
  obtain ⟨M, hM⟩ : ∃ M : ℝ, ∀ y, ‖C y‖ ≤ M * ‖y‖ :=
    ⟨_, fun y => (LinearMap.toContinuousLinearMap C).le_opNorm y⟩
  have hb : ∀ x y, -(M * (‖x‖ * ‖y‖)) ≤ (inner ℂ x (C y)).re := by
    intro x y
    have h1 := (abs_le.1 (Complex.abs_re_le_norm (inner ℂ x (C y)))).1
    have h2 := norm_inner_le_norm (𝕜 := ℂ) x (C y)
    nlinarith [mul_le_mul_of_nonneg_left (hM y) (norm_nonneg x)]
  refine ⟨2 * M ^ 2 / g, ?_⟩
  filter_upwards [eventually_gt_atTop 0,
    eventually_ge_atTop (2 * (M + firstOrder C S) / g)] with z hz hz2
  have hz3 := (div_le_iff₀ hg).1 hz2
  obtain ⟨hH, hexp⟩ := hamiltonian_spec hC hS z
  obtain ⟨x, hx0, hx⟩ := (variational hH).2
  have hE := hexp x
  rw [hx, re_inner_smul_self] at hE
  have hxpos : 0 < ‖x‖ ^ 2 := pow_pos (norm_pos_iff.2 hx0) 2
  -- split the exact ground state along the lowest level of `S`
  obtain ⟨p, hp, q, hq, hpq⟩ : ∃ p ∈ lowestLevel S, ∃ q,
      (∀ k ∈ lowestLevel S, inner ℂ k q = 0) ∧ x = p + q := by
    refine ⟨(LinearMap.adjoint (lowestLevel S).subtype x : lowestLevel S), Subtype.property _,
      x - (LinearMap.adjoint (lowestLevel S).subtype x : lowestLevel S), fun k hk => ?_,
      by abel⟩
    rw [inner_sub_right, sub_eq_zero]
    exact (LinearMap.adjoint_inner_right (lowestLevel S).subtype ⟨k, hk⟩ x).symm
  have hSp := Module.End.mem_eigenspace_iff.1 hp
  have h1 : inner ℂ p q = 0 := hq p hp
  have h2 : inner ℂ q p = 0 := by rw [← inner_conj_symm, h1, map_zero]
  have h3 : inner ℂ p (S q) = 0 := by rw [← hS p q, hSp, inner_smul_left, h1, mul_zero]
  have h4 : inner ℂ q (S p) = 0 := by rw [hSp, inner_smul_right, h2, mul_zero]
  have hn : ‖x‖ ^ 2 = ‖p‖ ^ 2 + ‖q‖ ^ 2 := by
    rw [hpq, norm_add_sq (𝕜 := ℂ), h1]; simp
  have hSx : (inner ℂ x (S x)).re = groundEnergy S * ‖p‖ ^ 2 + (inner ℂ q (S q)).re := by
    rw [hpq]
    simp only [map_add, inner_add_left, inner_add_right, Complex.add_re, h3, h4,
      Complex.zero_re]
    rw [hSp, re_inner_smul_self]
    ring
  have hCx : (inner ℂ x (C x)).re = (inner ℂ p (C p)).re + (inner ℂ p (C q)).re
      + (inner ℂ q (C p)).re + (inner ℂ q (C q)).re := by
    rw [hpq]
    simp only [map_add, inner_add_left, inner_add_right, Complex.add_re]
    ring
  -- the gap of `S` penalises the orthogonal part
  have hSq : (groundEnergy S + g) * ‖q‖ ^ 2 ≤ (inner ℂ q (S q)).re := by
    refine expectation_ge hS fun μ v hv hlt => ?_
    by_cases h0 : v = 0
    · rw [h0, inner_zero_left]
    · have hμ := hgap μ (Module.End.hasEigenvalue_of_hasEigenvector
        ⟨Module.End.mem_eigenspace_iff.2 hv, h0⟩) hlt
      exact hq v (Module.End.mem_eigenspace_iff.2 (hμ ▸ hv))
  have hCp := (firstOrder_spec hC hS).1 p hp
  obtain ⟨r, hr⟩ : ∃ r, r = 2 * M / (z * g) := ⟨_, rfl⟩
  have hrM : r * (z * g / 2) = M := by rw [hr]; field_simp
  have hk : 2 * M ^ 2 / g / z = r ^ 2 * (z * g / 2) := by
    rw [hr]; field_simp
  have hcross : r * (z * g / 2) * (‖p‖ * ‖q‖) = M * (‖p‖ * ‖q‖) := by rw [hrM]
  have hh : 0 ≤ z * g / 2 := by positivity
  have hfin : (firstOrder C S - r ^ 2 * (z * g / 2) + z * groundEnergy S) * ‖x‖ ^ 2
      ≤ groundEnergy (hamiltonian C S z) * ‖x‖ ^ 2 := by
    rw [hE, hCx, hSx, hn]
    -- complete the square in the two amplitudes
    have s1 := mul_nonneg hh (sq_nonneg (‖q‖ - r * ‖p‖))
    have s2 := mul_nonneg hh (sq_nonneg (r * ‖q‖))
    have s3 := mul_nonneg (show 0 ≤ z * g / 2 - M - firstOrder C S by linarith)
      (sq_nonneg ‖q‖)
    have s4 := mul_le_mul_of_nonneg_left hSq hz.le
    linarith [hb p q, hb q p, hb q q]
  rw [hk]
  linarith [le_of_mul_le_mul_right hfin hxpos]

/-- For Hermitian `C` and `S` on a nonzero space, the energy `E(z) - z s` of `C + z S`, counted
from the lowest spin-orbit level, is nondecreasing in `z`, never exceeds the first-order jj
energy, and tends to it as `z` grows. -/
theorem jj_limit [Nontrivial V] {C S : V →ₗ[ℂ] V} (hC : C.IsSymmetric) (hS : S.IsSymmetric) :
    Monotone (fun z : ℝ => groundEnergy (hamiltonian C S z) - z * groundEnergy S) ∧
    (∀ z : ℝ, groundEnergy (hamiltonian C S z) - z * groundEnergy S ≤ firstOrder C S) ∧
    Tendsto (fun z : ℝ => groundEnergy (hamiltonian C S z) - z * groundEnergy S)
      atTop (𝓝 (firstOrder C S)) := by
  have upper : ∀ z : ℝ,
      groundEnergy (hamiltonian C S z) - z * groundEnergy S ≤ firstOrder C S := by
    intro z
    -- the first-order state is a trial vector
    obtain ⟨v, hvK, hv0, hv⟩ := (firstOrder_spec hC hS).2
    obtain ⟨hH, hexp⟩ := hamiltonian_spec hC hS z
    have h := (variational hH).1 v
    rw [hexp, hv, Module.End.mem_eigenspace_iff.1 hvK, re_inner_smul_self] at h
    have h' : groundEnergy (hamiltonian C S z) * ‖v‖ ^ 2
        ≤ (firstOrder C S + z * groundEnergy S) * ‖v‖ ^ 2 := by linarith
    linarith [le_of_mul_le_mul_right h' (pow_pos (norm_pos_iff.2 hv0) 2)]
  refine ⟨fun y z hyz => ?_, upper, ?_⟩
  · -- test the Hamiltonian at the smaller value `y` with the ground state at the larger value `z`
    obtain ⟨hH, hexp⟩ := hamiltonian_spec hC hS z
    obtain ⟨hH', hexp'⟩ := hamiltonian_spec hC hS y
    obtain ⟨x, hx0, hx⟩ := (variational hH).2
    have hE := hexp x
    rw [hx, re_inner_smul_self] at hE
    have h1 := (variational hH').1 x
    rw [hexp'] at h1
    have h2 := mul_le_mul_of_nonneg_left ((variational hS).1 x) (sub_nonneg.2 hyz)
    have h3 : (groundEnergy (hamiltonian C S y) + (z - y) * groundEnergy S) * ‖x‖ ^ 2
        ≤ groundEnergy (hamiltonian C S z) * ‖x‖ ^ 2 := by linarith
    have h4 := le_of_mul_le_mul_right h3 (pow_pos (norm_pos_iff.2 hx0) 2)
    change groundEnergy (hamiltonian C S y) - y * groundEnergy S
      ≤ groundEnergy (hamiltonian C S z) - z * groundEnergy S
    linarith
  · obtain ⟨κ, hκ⟩ := error_le_div hC hS
    have h1 : Tendsto (fun z : ℝ => κ / z) atTop (𝓝 0) :=
      tendsto_const_nhds.div_atTop tendsto_id
    have h2 := h1.const_sub (firstOrder C S)
    rw [sub_zero] at h2
    exact tendsto_of_tendsto_of_tendsto_of_le_of_le' h2 tendsto_const_nhds hκ
      (Eventually.of_forall upper)

/-- For Hermitian `C` and `S` on a nonzero space, if no nonzero vector of the lowest level of `S`
is an eigenvector of `C` at the first-order energy, the overestimate is strict at every `z`. -/
theorem jj_strict [Nontrivial V] {C S : V →ₗ[ℂ] V} (hC : C.IsSymmetric) (hS : S.IsSymmetric)
    (hmix : ∀ v ∈ lowestLevel S, v ≠ 0 → C v ≠ (firstOrder C S : ℂ) • v) (z : ℝ) :
    groundEnergy (hamiltonian C S z) - z * groundEnergy S < firstOrder C S := by
  refine lt_of_le_of_ne ((jj_limit hC hS).2.1 z) fun heq => ?_
  obtain ⟨v, hvK, hv0, hv⟩ := (firstOrder_spec hC hS).2
  obtain ⟨hH, hexp⟩ := hamiltonian_spec hC hS z
  have hSv := Module.End.mem_eigenspace_iff.1 hvK
  have hE : groundEnergy (hamiltonian C S z) = firstOrder C S + z * groundEnergy S := by
    linarith
  -- equality would make the first-order state an exact eigenvector
  have h := eigenvector_of_minimal hH (v := v) (by
    rw [hexp, hv, hSv, re_inner_smul_self, hE]; ring)
  rw [hE] at h
  simp only [hamiltonian, LinearMap.add_apply, LinearMap.smul_apply, hSv] at h
  apply hmix v hvK hv0
  rw [eq_sub_of_add_eq h]
  push_cast
  module

end

end JJCouplingLimit
```

```lean
#print axioms JJCouplingLimit.firstOrder_spec
-- 'JJCouplingLimit.firstOrder_spec' depends on axioms: [propext, Classical.choice, Quot.sound]
#print axioms JJCouplingLimit.jj_strict
-- 'JJCouplingLimit.jj_strict' depends on axioms: [propext, Classical.choice, Quot.sound]
```

## From the lemmas to the limit

`expectation_ge` is the eigenbasis expansion, with `re_inner_smul_self` evaluating multiples of the identity. It serves twice: in `variational`, and for the bound on \(q\). `groundEnergy_isLeast_gap` obtains the minimum and \(g\) from the finiteness of the spectrum. `hamiltonian_spec` separates the two energies, and `firstOrder_spec` transfers the variational principle to the compression.

Lean keeps vectors unnormalised and divides by \(\|x\|^2\) at the end. In `error_le_div`, `r` is \(2M/(zg)\), `s1` is the completed square, and `s3` uses the condition on large \(z\). `jj_limit` then squeezes \(E(z)-zs\) between the two bounds. `eigenvector_of_minimal` is the trial-vector argument with an explicit \(t\), and `jj_strict` applies it to the first-order state.
